# A separable attraction keeps a positive definite matrix positive semidefinite exactly up to g⟨v, B⁻¹v⟩ = 1

## How much attraction can a positive Hamiltonian take?

If I add an attractive separable term \(-g\,vv^*\), with \(g>0\), to a positive definite Hamiltonian \(B\), I can't in general read off from the length of \(v\) alone whether a negative energy appears. Comparing \(g\|v\|^2\) with the lowest eigenvalue of \(B\) is safe, but it can reject couplings that do no harm. The sharp claim is that \(B-vv^*\) is positive semidefinite exactly when \(\langle v,B^{-1}v\rangle\le 1\), and positive definite exactly when the inequality is strict. Can this be made rigorous and machine-checked, preferably with the coupling \(g\) kept and the state at threshold identified?

## The response ⟨v, B⁻¹v⟩ sets the threshold

Yes, for finite complex matrices and any real \(g\). Write
\[
A=B-g\,vv^*,\quad w=B^{-1}v,\quad s=\langle v,B^{-1}v\rangle,\quad c=\langle v,x\rangle .
\]
The inner product is conjugate-linear in its first argument. Since \(B^{-1}\) is positive definite, \(s\) is real, and \(s>0\) unless \(v=0\). The separable term shifts the energy of \(x\):
\[
\langle x,Ax\rangle=\langle x,Bx\rangle-g|c|^2 .
\]
Now put \(y=x-gc\,w\). Because \(Bw=v\), we have \(\langle x,Bw\rangle=\bar c\), \(\langle w,Bx\rangle=c\) and \(\langle w,Bw\rangle=s\), so
\[
\langle y,By\rangle=\langle x,Bx\rangle-2g|c|^2+g^2s|c|^2 ,
\]
\[
\langle x,Ax\rangle=\langle y,By\rangle+g(1-gs)|c|^2 .
\]

**Sufficiency.** If \(g\ge0\) and \(gs\le1\), both terms on the right are nonnegative. If \(g\le0\), the first energy formula already gives \(\langle x,Ax\rangle\ge\langle x,Bx\rangle\). For strict positivity with \(g>0\), \(gs<1\) and \(x\ne0\), there are two cases: if \(c=0\), the energy is \(\langle x,Bx\rangle>0\); if \(c\neq0\), the last term is positive.

**Necessity.** For \(x=w\) we have \(c=s\), hence
\[
\langle w,Aw\rangle=s-gs^2=s(1-gs).
\]
If \(v\ne0\), then \(s>0\) and \(w\neq0\), so semidefiniteness forces \(gs\le1\) and definiteness forces \(gs<1\). If \(v=0\), then \(gs=0\) and both inequalities hold.

**Threshold.** Let \(gs=1\). Then \(Ax=0\) means \(Bx=gc\,v\), so \(x=gc\,w\). Conversely, \(A(aw)=a(1-gs)v=0\) for every complex \(a\). The null space is the line through \(w\), which is nonzero because \(s\neq0\).

In one dimension, with \(B=b>0\), the criterion reads \(g|v|^2/b\le1\), which is just \(b-g|v|^2\ge0\).

For a non-interacting particle in a finite orthonormal basis, take \(B=H_0-E\) with \(E\) below the spectrum of \(H_0\): the criterion then tells when \(H_0-g\,vv^*\) has no level below \(E\).

### What the Lean statements say

The finite type `n` labels the basis, and `separable B g v` is \(A\). `energy A x` is the real part of \(\langle x,Ax\rangle\) for an unnormalised vector; for \(x\ne0\), the normalised expectation value is this number divided by \(\langle x,x\rangle\). Thus \(s\) is `energy B⁻¹ v`. Mathlib's `PosSemidef` and `PosDef` include Hermiticity.

The main theorem is `separable_positivity_iff`; `sub_vecMulVec_positivity_iff` is the case \(g=1\), and `critical_zero_modes` describes the threshold. The hypothesis `hB : B.PosDef` says that every state has positive energy before the attraction is switched on. It is assumed, not derived. Infinite-dimensional operators and sums of several separable terms are not treated.

```lean
import Mathlib

open Matrix
open scoped ComplexOrder

namespace SeparableAttraction

noncomputable section

variable {n : Type*} [Fintype n]

/-- The real part of the expectation value `⟨x, A x⟩` for an unnormalised vector `x`. -/
def energy (A : Matrix n n ℂ) (x : n → ℂ) : ℝ := (star x ⬝ᵥ A *ᵥ x).re

/-- The matrix `B - g v v*`: a separable term of coupling `g` and form factor `v` is subtracted from
`B`. -/
def separable (B : Matrix n n ℂ) (g : ℝ) (v : n → ℂ) : Matrix n n ℂ :=
  B - (g : ℂ) • vecMulVec v (star v)

/-- The expectation value of a Hermitian matrix is real. -/
theorem ofReal_energy {A : Matrix n n ℂ} (hA : A.IsHermitian) (x : n → ℂ) :
    star x ⬝ᵥ A *ᵥ x = (energy A x : ℂ) := by
  have h : star (star x ⬝ᵥ A *ᵥ x) = star x ⬝ᵥ A *ᵥ x := by
    rw [← Matrix.star_dotProduct (A *ᵥ x) x, Matrix.star_mulVec, hA.eq,
      ← Matrix.dotProduct_mulVec]
  exact (Complex.conj_eq_iff_re.mp h).symm

/-- A Hermitian matrix is positive semidefinite when all energies are nonnegative, and positive
definite when all energies of nonzero vectors are positive; both conditions are also necessary. -/
theorem positivity_iff_energy {A : Matrix n n ℂ} (hA : A.IsHermitian) :
    (A.PosSemidef ↔ ∀ x, 0 ≤ energy A x) ∧
    (A.PosDef ↔ ∀ x, x ≠ 0 → 0 < energy A x) := by
  constructor
  · rw [Matrix.posSemidef_iff_dotProduct_mulVec]
    constructor
    · intro h x
      have hx := h.2 x
      rw [ofReal_energy hA] at hx
      exact_mod_cast hx
    · intro h
      refine ⟨hA, fun x => ?_⟩
      rw [ofReal_energy hA]
      exact_mod_cast h x
  · rw [Matrix.posDef_iff_dotProduct_mulVec]
    constructor
    · intro h x hx0
      have hx := h.2 hx0
      rw [ofReal_energy hA] at hx
      exact_mod_cast hx
    · intro h
      refine ⟨hA, fun x hx0 => ?_⟩
      rw [ofReal_energy hA]
      exact_mod_cast h x hx0

omit [Fintype n] in
/-- Subtracting a separable term with real coupling keeps the Hamiltonian Hermitian. -/
theorem separable_isHermitian {B : Matrix n n ℂ} (hB : B.IsHermitian) (g : ℝ) (v : n → ℂ) :
    (separable B g v).IsHermitian := by
  have hg : star (g : ℂ) = g := Complex.conj_ofReal g
  ext i j
  have h := hB.apply i j
  simp only [separable, Matrix.conjTranspose_apply, Matrix.sub_apply, Matrix.smul_apply,
    vecMulVec_apply, Pi.star_apply, smul_eq_mul, star_sub, star_mul', star_star, h, hg]
  ring

/-- The matrix `B - g v v*` maps `x` to `B x - g ⟨v, x⟩ v`. -/
theorem separable_mulVec (B : Matrix n n ℂ) (g : ℝ) (v x : n → ℂ) :
    separable B g v *ᵥ x = B *ᵥ x - ((g : ℂ) * (star v ⬝ᵥ x)) • v := by
  ext i
  simp only [separable, mulVec, dotProduct, Matrix.sub_apply, Matrix.smul_apply,
    vecMulVec_apply, Pi.sub_apply, Pi.smul_apply, smul_eq_mul, sub_mul,
    Finset.sum_sub_distrib, Finset.mul_sum, Finset.sum_mul]
  congr 1
  exact Finset.sum_congr rfl fun j _ => by ring

/-- The separable term changes the energy of `x` by `-g |⟨v, x⟩|²`. -/
theorem energy_separable (B : Matrix n n ℂ) (g : ℝ) (v x : n → ℂ) :
    energy (separable B g v) x = energy B x - g * Complex.normSq (star v ⬝ᵥ x) := by
  unfold energy
  rw [separable_mulVec, dotProduct_sub, dotProduct_smul, Matrix.star_dotProduct x v]
  generalize star v ⬝ᵥ x = c
  simp only [Complex.sub_re, smul_eq_mul, Complex.mul_re, Complex.mul_im, Complex.ofReal_re,
    Complex.ofReal_im, Complex.star_def, Complex.conj_re, Complex.conj_im, Complex.normSq_apply]
  ring

variable [DecidableEq n]

/-- Completing the square: the energy is a `B`-energy of a shifted vector plus a term
proportional to `g (1 - g ⟨v, B⁻¹ v⟩)`. -/
theorem energy_complete_square {B : Matrix n n ℂ} (hB : B.PosDef) (g : ℝ) (v x : n → ℂ) :
    energy (separable B g v) x =
      energy B (x - ((g : ℂ) * (star v ⬝ᵥ x)) • (B⁻¹ *ᵥ v)) +
        g * (1 - g * energy B⁻¹ v) * Complex.normSq (star v ⬝ᵥ x) := by
  have hw : B *ᵥ (B⁻¹ *ᵥ v) = v := by
    rw [Matrix.mulVec_mulVec,
      Matrix.mul_nonsing_inv _ ((Matrix.isUnit_iff_isUnit_det B).mp hB.isUnit),
      Matrix.one_mulVec]
  have hs : star (B⁻¹ *ᵥ v) ⬝ᵥ v = (energy B⁻¹ v : ℂ) := by
    rw [Matrix.star_dotProduct, ofReal_energy hB.isHermitian.inv]
    exact Complex.conj_ofReal _
  have hwx : star (B⁻¹ *ᵥ v) ⬝ᵥ B *ᵥ x = star v ⬝ᵥ x := by
    have h := Matrix.star_mulVec B (B⁻¹ *ᵥ v)
    rw [hw, hB.isHermitian.eq] at h
    rw [Matrix.dotProduct_mulVec, ← h]
  -- expand the quadratic form of the shifted vector
  have hexp : ∀ a : ℂ, star (x - a • (B⁻¹ *ᵥ v)) ⬝ᵥ B *ᵥ (x - a • (B⁻¹ *ᵥ v)) =
      (energy B x : ℂ) - a * star (star v ⬝ᵥ x) - star a * (star v ⬝ᵥ x)
        + star a * a * (energy B⁻¹ v : ℂ) := by
    intro a
    rw [Matrix.mulVec_sub, Matrix.mulVec_smul, hw, star_sub, star_smul]
    simp only [sub_dotProduct, smul_dotProduct, dotProduct_sub, dotProduct_smul, smul_eq_mul]
    rw [hwx, hs, Matrix.star_dotProduct x v, ofReal_energy hB.isHermitian]
    ring
  have hE := congrArg Complex.re (hexp ((g : ℂ) * (star v ⬝ᵥ x)))
  change energy B _ = _ at hE
  rw [energy_separable, hE]
  generalize star v ⬝ᵥ x = c
  simp only [Complex.sub_re, Complex.add_re, Complex.mul_re, Complex.mul_im, Complex.ofReal_re,
    Complex.ofReal_im, Complex.star_def, Complex.conj_re, Complex.conj_im, Complex.normSq_apply]
  ring

/-- The trial vector `B⁻¹ v` has energy `s (1 - g s)`, where `s = ⟨v, B⁻¹ v⟩`. -/
theorem energy_trial {B : Matrix n n ℂ} (hB : B.PosDef) (g : ℝ) (v : n → ℂ) :
    energy (separable B g v) (B⁻¹ *ᵥ v) =
      energy B⁻¹ v * (1 - g * energy B⁻¹ v) := by
  have hw : B *ᵥ (B⁻¹ *ᵥ v) = v := by
    rw [Matrix.mulVec_mulVec,
      Matrix.mul_nonsing_inv _ ((Matrix.isUnit_iff_isUnit_det B).mp hB.isUnit),
      Matrix.one_mulVec]
  have h1 : star (B⁻¹ *ᵥ v) ⬝ᵥ B *ᵥ (B⁻¹ *ᵥ v) = (energy B⁻¹ v : ℂ) := by
    rw [hw, Matrix.star_dotProduct, ofReal_energy hB.isHermitian.inv]
    exact Complex.conj_ofReal _
  have h2 : energy B (B⁻¹ *ᵥ v) = energy B⁻¹ v := by
    have h := congrArg Complex.re h1
    rw [Complex.ofReal_re] at h
    exact h
  rw [energy_separable, h2, ofReal_energy hB.isHermitian.inv, Complex.normSq_ofReal]
  ring

/-- Critical coupling: `B - g v v*` is positive semidefinite exactly when `g ⟨v, B⁻¹ v⟩ ≤ 1`,
and positive definite exactly when the inequality is strict. -/
theorem separable_positivity_iff {B : Matrix n n ℂ} (hB : B.PosDef) (g : ℝ) (v : n → ℂ) :
    ((separable B g v).PosSemidef ↔ g * energy B⁻¹ v ≤ 1) ∧
    ((separable B g v).PosDef ↔ g * energy B⁻¹ v < 1) := by
  have hH := positivity_iff_energy (separable_isHermitian hB.isHermitian g v)
  have hpos := (positivity_iff_energy hB.isHermitian).2.mp hB
  have hnn := (positivity_iff_energy hB.isHermitian).1.mp hB.posSemidef
  have hs := (positivity_iff_energy hB.isHermitian.inv).2.mp hB.inv v
  rw [hH.1, hH.2]
  refine ⟨⟨fun h => ?_, fun h x => ?_⟩, ⟨fun h => ?_, fun h x hx => ?_⟩⟩
  · -- necessity: test with `B⁻¹ v`
    by_cases hv : v = 0
    · simp [hv, energy]
    · have h1 := h (B⁻¹ *ᵥ v)
      rw [energy_trial hB] at h1
      have h2 := nonneg_of_mul_nonneg_right h1 (hs hv)
      linarith
  · rcases le_total 0 g with hg | hg
    · rw [energy_complete_square hB]
      exact add_nonneg (hnn _)
        (mul_nonneg (mul_nonneg hg (by linarith)) (Complex.normSq_nonneg _))
    · rw [energy_separable]
      have := mul_nonneg (neg_nonneg.mpr hg) (Complex.normSq_nonneg (star v ⬝ᵥ x))
      linarith [hnn x]
  · by_cases hv : v = 0
    · simp [hv, energy]
    · have hw : B⁻¹ *ᵥ v ≠ 0 := by
        intro h0
        have h1 := hs hv
        simp [energy, h0] at h1
      have h1 := h _ hw
      rw [energy_trial hB] at h1
      have h2 := (mul_pos_iff_of_pos_left (hs hv)).mp h1
      linarith
  · rcases le_or_gt g 0 with hg | hg
    · rw [energy_separable]
      have := mul_nonneg (neg_nonneg.mpr hg) (Complex.normSq_nonneg (star v ⬝ᵥ x))
      linarith [hpos x hx]
    · -- either `x` does not feel the attraction, or the last square is positive
      by_cases hc : star v ⬝ᵥ x = 0
      · rw [energy_separable, hc]
        simpa using hpos x hx
      · rw [energy_complete_square hB]
        exact add_pos_of_nonneg_of_pos (hnn _)
          (mul_pos (mul_pos hg (by linarith)) (Complex.normSq_pos.mpr hc))

/-- At unit coupling, `B - v v*` is positive semidefinite exactly when `⟨v, B⁻¹ v⟩ ≤ 1`, and
positive definite exactly when `⟨v, B⁻¹ v⟩ < 1`. -/
theorem sub_vecMulVec_positivity_iff {B : Matrix n n ℂ} (hB : B.PosDef) (v : n → ℂ) :
    ((B - vecMulVec v (star v)).PosSemidef ↔ (star v ⬝ᵥ B⁻¹ *ᵥ v).re ≤ 1) ∧
    ((B - vecMulVec v (star v)).PosDef ↔ (star v ⬝ᵥ B⁻¹ *ᵥ v).re < 1) := by
  simpa only [separable, energy, Complex.ofReal_one, one_smul, one_mul] using
    separable_positivity_iff hB 1 v

/-- At the critical coupling `g ⟨v, B⁻¹ v⟩ = 1` the vector `B⁻¹ v` is nonzero, and the zero modes
of `B - g v v*` are exactly its multiples. -/
theorem critical_zero_modes {B : Matrix n n ℂ} (hB : B.PosDef) {g : ℝ} {v : n → ℂ}
    (hcrit : g * energy B⁻¹ v = 1) :
    B⁻¹ *ᵥ v ≠ 0 ∧
    ∀ x, separable B g v *ᵥ x = 0 ↔ ∃ a : ℂ, x = a • (B⁻¹ *ᵥ v) := by
  have hdet := (Matrix.isUnit_iff_isUnit_det B).mp hB.isUnit
  refine ⟨fun h0 => ?_, fun x => ⟨fun h => ?_, ?_⟩⟩
  · simp [energy, h0] at hcrit
  · -- solve `B x = g ⟨v, x⟩ v` for `x`
    rw [separable_mulVec, sub_eq_zero] at h
    refine ⟨(g : ℂ) * (star v ⬝ᵥ x), ?_⟩
    rw [← Matrix.mulVec_smul, ← h, Matrix.mulVec_mulVec, Matrix.nonsing_inv_mul _ hdet,
      Matrix.one_mulVec]
  · rintro ⟨a, rfl⟩
    have hc : (g : ℂ) * (energy B⁻¹ v : ℂ) = 1 := by exact_mod_cast hcrit
    have ha : (g : ℂ) * (a * (energy B⁻¹ v : ℂ)) = a := by linear_combination a * hc
    rw [separable_mulVec, Matrix.mulVec_smul, Matrix.mulVec_mulVec,
      Matrix.mul_nonsing_inv _ hdet, Matrix.one_mulVec, dotProduct_smul,
      ofReal_energy hB.isHermitian.inv, smul_eq_mul, ha, sub_self]

end

end SeparableAttraction
```

### How the proof follows the algebra

`ofReal_energy` shows that taking the real part loses nothing for Hermitian matrices, and `positivity_iff_energy` turns both kinds of positivity into inequalities between real numbers. `separable_isHermitian` makes this applicable to \(A\).

`energy_separable` is the energy shift. In `energy_complete_square`, the step `hexp` expands \(\langle x-aw,B(x-aw)\rangle\) for arbitrary \(a\), and then \(a=gc\) is inserted. `energy_trial` evaluates the energy of \(w\).

The main theorem splits into four implications. The necessity parts separate `v = 0` and otherwise test with `B⁻¹ *ᵥ v`; the sufficiency parts split on the sign of \(g\), and the strict one also on whether \(c=0\). `critical_zero_modes` applies \(B^{-1}\) to \(Bx=gc\,v\) for one direction and substitutes \(x=aw\) for the other.

```lean
#print axioms SeparableAttraction.separable_positivity_iff
#print axioms SeparableAttraction.sub_vecMulVec_positivity_iff
#print axioms SeparableAttraction.critical_zero_modes
```

```
'SeparableAttraction.separable_positivity_iff' depends on axioms: [propext, Classical.choice, Quot.sound]
'SeparableAttraction.sub_vecMulVec_positivity_iff' depends on axioms: [propext, Classical.choice, Quot.sound]
'SeparableAttraction.critical_zero_modes' depends on axioms: [propext, Classical.choice, Quot.sound]
```
